# Doubling the number of chemical species multiplies the number of order-ν symmetric product functions by a factor tending to 2^ν when species are many

With `S` chemical species and `n` channels for each, the symmetric product functions of correlation order `ν` are counted by the multisets of `ν` (species, channel) labels, with no further reduction by, say, rotational symmetry. The lemma `tendsto_doubling_ratio` states that, for fixed `ν` and fixed `n ≥ 1`, the count for `2 * S` species divided by the count for `S` species tends to `2^ν` as `S` tends to infinity. The proof starts from the earlier result that the count divided by `S^ν` tends to `n^ν / ν!`. It applies this limit at both `2 * S` and `S`, multiplies the first by `2^ν`, and divides by the second, whose limit is nonzero because `n ≥ 1`.

The first attempt, which Lean rejects:

```lean
import Mathlib

open Filter Topology Finset

namespace BodyOrderBasisGrowth

/-- The number of symmetric product functions of correlation order `ν` for `S` species with
`n` channels each: the number of size-`ν` multisets of (species, channel) labels. -/
def basisSize (S n ν : ℕ) : ℕ := Fintype.card (Sym (Fin S × Fin n) ν)

/-- Exact count at finite `S`: `ν!` times the basis size is the rising product
`(S n) (S n + 1) ⋯ (S n + ν - 1)`. -/
theorem factorial_mul_basisSize (S n ν : ℕ) :
    ν.factorial * basisSize S n ν = ∏ i ∈ range ν, (S * n + i) := by
  unfold basisSize
  simp only [Sym.card_sym_eq_multichoose, Fintype.card_prod, Fintype.card_fin]
  rw [Nat.multichoose_eq, ← Nat.ascFactorial_eq_factorial_mul_choose',
    Nat.ascFactorial_eq_prod_range]

/-- At fixed `n` and `ν`, the basis size divided by `S^ν` tends to `n^ν / ν!` as `S` tends to
infinity. -/
theorem tendsto_basisSize (n ν : ℕ) :
    Tendsto (fun S : ℕ => (basisSize S n ν : ℝ) / (S : ℝ) ^ ν) atTop
      (𝓝 ((n : ℝ) ^ ν / (ν.factorial : ℝ))) := by
  -- each factor of the rising product, divided by `S`, tends to `n`
  have hfac : ∀ i ∈ range ν,
      Tendsto (fun S : ℕ => (n : ℝ) + (i : ℝ) / (S : ℝ)) atTop (𝓝 (n : ℝ)) := fun i _ => by
    simpa using (tendsto_const_div_atTop_nhds_zero_nat (i : ℝ)).const_add (n : ℝ)
  have hprod := (tendsto_finsetProd (range ν) hfac).div_const (ν.factorial : ℝ)
  simp only [Finset.prod_const, Finset.card_range] at hprod
  refine hprod.congr' ?_
  filter_upwards [eventually_gt_atTop 0] with S hS
  have hS' : (S : ℝ) ≠ 0 := Nat.cast_ne_zero.mpr hS.ne'
  have hf : (ν.factorial : ℝ) ≠ 0 := Nat.cast_ne_zero.mpr ν.factorial_ne_zero
  have hc : (ν.factorial : ℝ) * (basisSize S n ν : ℝ)
      = ∏ i ∈ range ν, ((S : ℝ) * (n : ℝ) + (i : ℝ)) := by
    exact_mod_cast factorial_mul_basisSize S n ν
  -- pull one power of `S` out of every factor
  have hp : ∏ i ∈ range ν, ((S : ℝ) * (n : ℝ) + (i : ℝ))
      = (S : ℝ) ^ ν * ∏ i ∈ range ν, ((n : ℝ) + (i : ℝ) / (S : ℝ)) := by
    calc ∏ i ∈ range ν, ((S : ℝ) * (n : ℝ) + (i : ℝ))
        = ∏ i ∈ range ν, ((S : ℝ) * ((n : ℝ) + (i : ℝ) / (S : ℝ))) :=
          Finset.prod_congr rfl (fun i _ => by field_simp)
      _ = _ := by rw [Finset.prod_mul_distrib, Finset.prod_const, Finset.card_range]
  rw [div_eq_div_iff hf (pow_ne_zero ν hS')]
  linear_combination -hc - hp

/-- With at least one channel per species, doubling the number of species multiplies the
order-`ν` basis size by a factor that tends to `2^ν`. -/
theorem tendsto_doubling_ratio (n ν : ℕ) (hn : 1 ≤ n) :
    Tendsto (fun S : ℕ => (basisSize (2 * S) n ν : ℝ) / (basisSize S n ν : ℝ)) atTop
      (𝓝 ((2 : ℝ) ^ ν)) := by
  have hn' : (n : ℝ) ≠ 0 := Nat.cast_ne_zero.mpr (by omega)
  have hf : (ν.factorial : ℝ) ≠ 0 := Nat.cast_ne_zero.mpr ν.factorial_ne_zero
  have hL : (n : ℝ) ^ ν / (ν.factorial : ℝ) ≠ 0 := div_ne_zero (pow_ne_zero ν hn') hf
  have hd : Tendsto (fun S : ℕ => 2 * S) atTop atTop :=
    tendsto_atTop_mono (fun S => by omega) tendsto_id
  have h1 : Tendsto (fun S : ℕ => (basisSize (2 * S) n ν : ℝ) / ((2 * S : ℕ) : ℝ) ^ ν) atTop
      (𝓝 ((n : ℝ) ^ ν / (ν.factorial : ℝ))) := (tendsto_basisSize n ν).comp hd
  -- compare both sizes with their leading powers
  have h := (h1.mul_const ((2 : ℝ) ^ ν)).div (tendsto_basisSize n ν) hL
  rw [mul_div_cancel_left₀ _ hL] at h
  refine h.congr' ?_
  filter_upwards [eventually_gt_atTop 0] with S hS
  have hS' : (S : ℝ) ≠ 0 := Nat.cast_ne_zero.mpr hS.ne'
  have hnum : (basisSize (2 * S) n ν : ℝ) / ((2 * S : ℕ) : ℝ) ^ ν * (2 : ℝ) ^ ν
      = (basisSize (2 * S) n ν : ℝ) / (S : ℝ) ^ ν := by
    rw [Nat.cast_mul, Nat.cast_ofNat, mul_pow]
    field_simp
  simp only [Pi.div_apply]
  rw [hnum, div_div_div_cancel_right₀ (pow_ne_zero ν hS')]

end BodyOrderBasisGrowth
```

Lean reports:

```
Main.lean:57:36: error: omega could not prove the goal:
a possible counterexample may satisfy the constraints
  c ≥ 0
  b ≥ 0
  b - 2*c ≥ 1
  a ≥ 1
where
 a := ↑n
 b := ↑(id S)
 c := ↑S
```

What went wrong. The error is in the auxiliary fact `hd`, that `2 * S` tends to infinity with `S`. There `tendsto_atTop_mono` needs a smaller function that already tends to infinity, and `tendsto_id` supplies the function `id`. The inequality left to `omega` was therefore `id S ≤ 2 * S`.

`omega` does not unfold `id`, so it took `id S` and `S` for two unrelated numbers. The message shows this: `b` stands for `id S` and `c` for `S`, and the possible counterexample has `b - 2*c ≥ 1`, which nothing known to `omega` rules out.

The repair states the inequality as `S ≤ 2 * S`, so that `omega` sees only `S` and proves it at once. Lean accepts the result where `id S ≤ 2 * S` is wanted, because `id S` is `S` by definition.

The mended proof, as a diff:

```diff
@@ -55,5 +55,5 @@
   have hL : (n : ℝ) ^ ν / (ν.factorial : ℝ) ≠ 0 := div_ne_zero (pow_ne_zero ν hn') hf
   have hd : Tendsto (fun S : ℕ => 2 * S) atTop atTop :=
-    tendsto_atTop_mono (fun S => by omega) tendsto_id
+    tendsto_atTop_mono (fun S => (by omega : S ≤ 2 * S)) tendsto_id
   have h1 : Tendsto (fun S : ℕ => (basisSize (2 * S) n ν : ℝ) / ((2 * S : ℕ) : ℝ) ^ ν) atTop
       (𝓝 ((n : ℝ) ^ ν / (ν.factorial : ℝ))) := (tendsto_basisSize n ν).comp hd
```
